# Energy corrections of all orders for an eigenvalue problem with a perturbed overlap, in intermediate normalisation

## One basis function whose norm changes

Take a single basis function that depends on a parameter \(t\). Its Hamiltonian matrix element is \(h + tv\) and its overlap with itself is \(1 + ts\), with real numbers \(h, v, s\). The energy obeys \(h + tv = E\,(1 + ts)\). Inserting \(E = E_0 + tE_1 + t^2E_2 + \dots\) and comparing powers of \(t\) gives
\[ E_0 = h, \qquad E_1 = v - E_0 s, \qquad E_{n+1} = -E_n s \quad (n \ge 1). \]
There is nothing to mix with, yet the series generally does not stop at first order: each energy coefficient is multiplied by \(ts\) and so enters the next order. The same feedback appears in any dimension.

## The generalised eigenvalue equation as a formal series

Let \(X\) be a real or complex inner product space, \(H_0\) the unperturbed Hamiltonian, \(V\) its perturbation and \(S\) the first-order change of the overlap, all linear maps of \(X\) into itself. The equation is
\[ (H_0 + tV)\,\psi(t) = E(t)\,(1 + tS)\,\psi(t), \qquad \psi(t) = \sum_n t^n \psi_n, \quad E(t) = \sum_n t^n E_n . \]
The overlap is the identity at \(t = 0\): the inner product \(\langle\cdot,\cdot\rangle\) of \(X\) is the unperturbed metric. It is `inner 𝕜`, conjugate-linear in the first slot like a bra.

A series is its coefficient sequence, `E : ℕ → 𝕜` and `ψ : ℕ → X`, where `𝕜` is \(\mathbb R\) or \(\mathbb C\). `tMul` shifts a sequence up by one place, `pencil A B f` is \((A + tB)f\), and `cauchy a f` is the product of a scalar and a vector series. `Solves H₀ V S E ψ` says that both sides have equal coefficients at every power of \(t\).

## The energy formula and its hypotheses

The theorem `energy_succ` assumes that \(\langle H_0 x, y\rangle = \langle x, H_0 y\rangle\) for all \(x, y\) (`hH`), that the series solve the equation (`h`), that \(\|\psi_0\| = 1\) (`hψ`), and that \(\langle\psi_0, \psi_m\rangle = 0\) for \(m \ge 1\) (`horth`). The last condition is intermediate normalisation: it fixes the free scalar factor of \(\psi(t)\) by \(\langle\psi_0, \psi(t)\rangle = 1\), in the unperturbed metric and not in \(1 + tS\). The conclusion, for every \(n \ge 0\), is
\[ E_{n+1} = \langle\psi_0, V\psi_n\rangle - \sum_{k=0}^{n} E_k \langle\psi_0, S\psi_{n-k}\rangle . \]
Reality of \(E_0\) is derived. Neither \(V\) nor \(S\) is assumed symmetric, and nothing is said about the reality of higher \(E_n\). The dimension is arbitrary, \(X\) need not be complete, and the level may be degenerate. A solution is taken as given: neither its existence in general nor the convergence of the series is treated, and \(t^2\) terms in the Hamiltonian or the overlap are absent.

The theorem `solution_unique` adds `hnd`: the only \(x\) with \(H_0 x = E_0 x\) and \(\langle\psi_0, x\rangle = 0\) is zero, which says that the unperturbed level is non-degenerate. Then two solutions in intermediate normalisation with the same \(\psi_0\) agree in every \(E_n\) and \(\psi_n\).

## Collecting powers of t and projecting on the reference state

The series \((1 + tS)\psi\) has coefficient \(\psi_0\) at order 0 and \(\psi_m + S\psi_{m-1}\) at order \(m \ge 1\). Multiplying by \(E(t)\) gives \(H_0\psi_0 = E_0\psi_0\) at order 0 and, at order \(n+1\),
\[ H_0\psi_{n+1} + V\psi_n = \sum_{k=0}^{n+1} E_k\,\psi_{n+1-k} + \sum_{k=0}^{n} E_k\,S\psi_{n-k} . \tag{1} \]
The second sum ends at \(k = n\) because \(tS\psi\) has no constant term.

Symmetry of \(H_0\) gives \(\overline{E_0} = \langle H_0\psi_0, \psi_0\rangle = \langle\psi_0, H_0\psi_0\rangle = E_0\). Hence
\[ \langle\psi_0, H_0\psi_{n+1}\rangle = \langle E_0\psi_0, \psi_{n+1}\rangle = E_0\langle\psi_0, \psi_{n+1}\rangle . \]
Project (1) on \(\psi_0\). In the first sum the term \(k = 0\) is \(E_0\langle\psi_0,\psi_{n+1}\rangle\) and cancels the \(H_0\) term, the term \(k = n+1\) is \(E_{n+1}\), and the terms \(k = 1, \dots, n\) are relabelled \(k \to k+1\). Solving for \(E_{n+1}\),
\[ E_{n+1} = \langle\psi_0, V\psi_n\rangle - \sum_{k=0}^{n} E_k \langle\psi_0, S\psi_{n-k}\rangle - \sum_{k=0}^{n-1} E_{k+1}\langle\psi_0, \psi_{n-k}\rangle . \tag{2} \]
The last sum is empty for \(n = 0\), so \(E_1\) needs no condition on the corrections. For \(n \ge 1\) its indices \(n - k\) are at least 1, and intermediate normalisation removes it. Setting \(n = 0\) and \(n = 1\),
\[ E_1 = \langle\psi_0, (V - E_0S)\psi_0\rangle, \qquad E_2 = \langle\psi_0, (V - E_0S)\psi_1\rangle - E_1\langle\psi_0, S\psi_0\rangle . \]

For uniqueness let \(F_n, \varphi_n\) be a second solution with \(\varphi_0 = \psi_0\). From \(E_0\psi_0 = H_0\psi_0 = F_0\psi_0\) and \(\psi_0 \ne 0\) follows \(E_0 = F_0\). If the solutions agree up to order \(n\), the energy formula gives \(E_{n+1} = F_{n+1}\). Subtracting the two copies of (1) leaves \(H_0 x = E_0 x\) for \(x = \psi_{n+1} - \varphi_{n+1}\), which is orthogonal to \(\psi_0\) and therefore zero.

## A two-level model with a terminating series

In \(\mathbb R^2\) take
\[ H_0 = S = \begin{pmatrix} 1 & 0 \\ 0 & 0 \end{pmatrix}, \qquad V = \begin{pmatrix} 2 & 1 \\ 1 & 1 \end{pmatrix}, \qquad \psi_0 = (1, 0), \quad E_0 = 1 . \]
First order gives \(E_1 = 2 - 1\cdot 1 = 1\), where \(S = 0\) would give 2. Equation (1) with \(n = 0\) reads
\[ (H_0 - 1)\psi_1 = -V\psi_0 + E_1\psi_0 + E_0S\psi_0 = (-2 + 1 + 1,\, -1) = (0, -1). \]
Since \(H_0 - 1 = \mathrm{diag}(0, -1)\), the solution orthogonal to \(\psi_0\) is \(\psi_1 = (0, 1)\). Then \(S\psi_1 = 0\) and \(E_2 = 1 - 0 - 1\cdot 1 = 0\): the mixing term is cancelled by the overlap term. The series stop here, with \(E = 1 + t\) and \(\psi = (1, t)\), because both sides of the full equation equal \(\big((1+t)^2,\ t + t^2\big)\). For \(t \ne 0\) this \(\psi\) is not a unit vector of \(\mathbb R^2\). For \(t > -1\), where \(1 + tS = \mathrm{diag}(1+t, 1)\) is positive definite, the state normalised in that metric is \((1, t)/\sqrt{1 + t + t^2}\).

## Moving basis functions and the recursion in a program

In a one-electron model without self-consistency and with atom-centred basis functions, displacing nuclei relative to one another along one coordinate \(t\) generally changes both the Hamiltonian and the overlap matrix. When both are linearised in \(t\), the coefficient \(E_1\) is the derivative of a non-degenerate orbital energy at \(t = 0\). From second order on, the terms dropped in the linearisation generally contribute as well. A reference overlap matrix \(S_0 \ne 1\) is first removed by multiplying all matrices on both sides by \(S_0^{-1/2}\). For finite matrices, Hermitian \(H_0\) and a non-degenerate level, let the lists `E` and `psi` start with \(E_0\) and a unit eigenvector \(\psi_0\). With `R` the pseudo-inverse of \(H_0 - E_0\), the step from order \(n\) to \(n+1\) is

```python
rhs = -V @ psi[n] + sum(E[k] * (S @ psi[n-k]) for k in range(n+1))
E.append(-vdot(psi[0], rhs))
rhs += sum(E[k] * psi[n+1-k] for k in range(1, n+2))
psi.append(R @ rhs)
```

The second line is the energy formula, and it makes the final `rhs` orthogonal to \(\psi_0\), so that the singular system (1) can be solved. That this loop constructs a solution is an argument of ordinary linear algebra and not one of the theorems in the file.

## The Lean file

```lean
import Mathlib

open Finset ComplexConjugate

namespace PerturbedOverlap

noncomputable section

variable {𝕜 X : Type*} [RCLike 𝕜] [NormedAddCommGroup X] [InnerProductSpace 𝕜 X]

/-- Coefficients of `t f(t)` for a formal vector series `f`. -/
def tMul (f : ℕ → X) : ℕ → X
  | 0 => 0
  | n + 1 => f n

/-- Coefficients of `(A + t B) f(t)`. -/
def pencil (A B : X →ₗ[𝕜] X) (f : ℕ → X) (n : ℕ) : X :=
  A (f n) + tMul (fun m => B (f m)) n

/-- Coefficients of the product `a(t) f(t)` of a scalar series and a vector series. -/
def cauchy (a : ℕ → 𝕜) (f : ℕ → X) (n : ℕ) : X :=
  ∑ k ∈ range (n + 1), a k • f (n - k)

/-- The generalised eigenvalue equation `(H₀ + tV) ψ = E (1 + tS) ψ` holds in every
power of `t`. -/
def Solves (H₀ V S : X →ₗ[𝕜] X) (E : ℕ → 𝕜) (ψ : ℕ → X) : Prop :=
  pencil H₀ V ψ = cauchy E (pencil (LinearMap.id : X →ₗ[𝕜] X) S ψ)

variable {H₀ V S : X →ₗ[𝕜] X} {E F : ℕ → 𝕜} {ψ φ : ℕ → X}

/-- The coefficient of `t^(n+1)` in `E (1 + tS) ψ`. -/
theorem rhs_succ (S : X →ₗ[𝕜] X) (E : ℕ → 𝕜) (ψ : ℕ → X) (n : ℕ) :
    cauchy E (pencil (LinearMap.id : X →ₗ[𝕜] X) S ψ) (n + 1) =
      ∑ k ∈ range (n + 2), E k • ψ (n + 1 - k) + ∑ k ∈ range (n + 1), E k • S (ψ (n - k)) := by
  simp only [cauchy, pencil, LinearMap.id_apply, smul_add, sum_add_distrib]
  congr 1
  -- the top energy coefficient meets the vanishing constant term of `t S ψ`
  have h0 : tMul (fun m => S (ψ m)) 0 = 0 := rfl
  rw [sum_range_succ _ (n + 1), Nat.sub_self, h0, smul_zero, add_zero]
  refine sum_congr rfl fun k hk => ?_
  have hk' : n + 1 - k = n - k + 1 := by
    have := mem_range.mp hk
    omega
  rw [hk']
  rfl

/-- The series equation is equivalent to `H₀ ψ₀ = E₀ ψ₀` together with one vector equation
for each order `n + 1`. -/
theorem solves_iff : Solves H₀ V S E ψ ↔ H₀ (ψ 0) = E 0 • ψ 0 ∧ ∀ n,
    H₀ (ψ (n + 1)) + V (ψ n) =
      ∑ k ∈ range (n + 2), E k • ψ (n + 1 - k) + ∑ k ∈ range (n + 1), E k • S (ψ (n - k)) := by
  unfold Solves
  constructor
  · intro h
    refine ⟨?_, fun n => ?_⟩
    · simpa [pencil, cauchy, tMul] using congrFun h 0
    · have hn := congrFun h (n + 1)
      rw [rhs_succ] at hn
      exact hn
  · rintro ⟨h0, h⟩
    funext n
    cases n with
    | zero => simpa [pencil, cauchy, tMul] using h0
    | succ n =>
      rw [rhs_succ]
      exact h n

/-- For symmetric `H₀` and unit `ψ₀` the zeroth-order energy is real. -/
theorem energy_zero_real (hH : H₀.IsSymmetric) (h : Solves H₀ V S E ψ) (hψ : ‖ψ 0‖ = 1) :
    conj (E 0) = E 0 := by
  have hn : inner 𝕜 (ψ 0) (ψ 0) = 1 := by
    rw [inner_self_eq_norm_sq_to_K, hψ]; simp
  have hs := hH (ψ 0) (ψ 0)
  rw [(solves_iff.mp h).1, inner_smul_left, inner_smul_right, hn, mul_one, mul_one] at hs
  exact hs

/-- Energy of order `n + 1` of a solution for symmetric `H₀`, unit `ψ₀` and arbitrary overlaps of
the corrections with `ψ₀`. -/
theorem energy_succ_general (hH : H₀.IsSymmetric) (h : Solves H₀ V S E ψ) (hψ : ‖ψ 0‖ = 1)
    (n : ℕ) :
    E (n + 1) = inner 𝕜 (ψ 0) (V (ψ n))
      - ∑ k ∈ range (n + 1), E k * inner 𝕜 (ψ 0) (S (ψ (n - k)))
      - ∑ k ∈ range n, E (k + 1) * inner 𝕜 (ψ 0) (ψ (n - k)) := by
  have hn : inner 𝕜 (ψ 0) (ψ 0) = 1 := by
    rw [inner_self_eq_norm_sq_to_K, hψ]; simp
  -- let `H₀` act to the left on `ψ₀`
  have hl : inner 𝕜 (ψ 0) (H₀ (ψ (n + 1))) = E 0 * inner 𝕜 (ψ 0) (ψ (n + 1)) := by
    rw [← hH (ψ 0) (ψ (n + 1)), (solves_iff.mp h).1, inner_smul_left,
      energy_zero_real hH h hψ]
  -- split off the terms `k = 0` and `k = n + 1`
  have hs : ∑ k ∈ range (n + 2), E k * inner 𝕜 (ψ 0) (ψ (n + 1 - k)) =
      E 0 * inner 𝕜 (ψ 0) (ψ (n + 1))
        + ∑ k ∈ range n, E (k + 1) * inner 𝕜 (ψ 0) (ψ (n - k)) + E (n + 1) := by
    rw [sum_range_succ _ (n + 1), sum_range_succ' _ n, Nat.sub_self, hn]
    simp only [Nat.add_sub_add_right, Nat.sub_zero]
    ring
  -- project the equation of order `n + 1` on `ψ₀`
  have hp := congrArg (inner 𝕜 (ψ 0)) ((solves_iff.mp h).2 n)
  simp only [inner_add_right, inner_sum, inner_smul_right] at hp
  rw [hl, hs] at hp
  linear_combination (-1 : 𝕜) * hp

/-- For symmetric `H₀` and a solution with unit `ψ₀` in intermediate normalisation, `E_(n+1) = ⟨ψ₀,
V ψ_n⟩ - ∑_(k = 0..n) E_k ⟨ψ₀, S ψ_(n-k)⟩` for every `n`. -/
theorem energy_succ (hH : H₀.IsSymmetric) (h : Solves H₀ V S E ψ) (hψ : ‖ψ 0‖ = 1)
    (horth : ∀ m, 1 ≤ m → inner 𝕜 (ψ 0) (ψ m) = 0) (n : ℕ) :
    E (n + 1) = inner 𝕜 (ψ 0) (V (ψ n))
      - ∑ k ∈ range (n + 1), E k * inner 𝕜 (ψ 0) (S (ψ (n - k))) := by
  have hz : ∑ k ∈ range n, E (k + 1) * inner 𝕜 (ψ 0) (ψ (n - k)) = 0 := by
    refine sum_eq_zero fun k hk => ?_
    have := mem_range.mp hk
    rw [horth (n - k) (by omega), mul_zero]
  rw [energy_succ_general hH h hψ n, hz, sub_zero]

/-- First and second order for symmetric `H₀` and a solution with unit `ψ₀` in intermediate
normalisation: `E₁ = ⟨ψ₀, (V - E₀S) ψ₀⟩` and `E₂ = ⟨ψ₀, (V - E₀S) ψ₁⟩ - E₁ ⟨ψ₀, S ψ₀⟩`. -/
theorem energy_one_two (hH : H₀.IsSymmetric) (h : Solves H₀ V S E ψ) (hψ : ‖ψ 0‖ = 1)
    (horth : ∀ m, 1 ≤ m → inner 𝕜 (ψ 0) (ψ m) = 0) :
    E 1 = inner 𝕜 (ψ 0) ((V - E 0 • S) (ψ 0)) ∧
    E 2 = inner 𝕜 (ψ 0) ((V - E 0 • S) (ψ 1)) - E 1 * inner 𝕜 (ψ 0) (S (ψ 0)) := by
  have h1 : E 1 = inner 𝕜 (ψ 0) (V (ψ 0)) - E 0 * inner 𝕜 (ψ 0) (S (ψ 0)) := by
    simpa using energy_succ hH h hψ horth 0
  have h2 : E 2 = inner 𝕜 (ψ 0) (V (ψ 1))
      - (E 0 * inner 𝕜 (ψ 0) (S (ψ 1)) + E 1 * inner 𝕜 (ψ 0) (S (ψ 0))) := by
    simpa [sum_range_succ] using energy_succ hH h hψ horth 1
  simp only [LinearMap.sub_apply, LinearMap.smul_apply, inner_sub_right, inner_smul_right]
  exact ⟨h1, by linear_combination h2⟩

/-- If `H₀` is symmetric and `H₀ x = E₀ x` has no nonzero solution orthogonal to `ψ₀`, two solutions
in intermediate normalisation with the same unit `ψ₀` agree in all orders. -/
theorem solution_unique (hH : H₀.IsSymmetric) (h : Solves H₀ V S E ψ) (h' : Solves H₀ V S F φ)
    (hψ : ‖ψ 0‖ = 1) (h0 : ψ 0 = φ 0)
    (horth : ∀ m, 1 ≤ m → inner 𝕜 (ψ 0) (ψ m) = 0)
    (horth' : ∀ m, 1 ≤ m → inner 𝕜 (φ 0) (φ m) = 0)
    (hnd : ∀ x, H₀ x = E 0 • x → inner 𝕜 (ψ 0) x = 0 → x = 0) (n : ℕ) :
    E n = F n ∧ ψ n = φ n := by
  induction n using Nat.strong_induction_on with
  | _ n ih =>
  rcases n with _ | n
  · refine ⟨?_, h0⟩
    have hne : ψ 0 ≠ 0 := fun hz => by simp [hz] at hψ
    have e := (solves_iff.mp h').1
    rw [← h0, (solves_iff.mp h).1] at e
    exact smul_left_injective 𝕜 hne e
  · have hv : ∀ m, m ≤ n → ψ m = φ m := fun m hm => (ih m (by omega)).2
    -- the energy of order `n + 1` depends on lower orders only
    have hE' : E (n + 1) = F (n + 1) := by
      rw [energy_succ hH h hψ horth n, energy_succ hH h' (h0 ▸ hψ) horth' n, hv n le_rfl, h0]
      congr 1
      refine sum_congr rfl fun k hk => ?_
      have := mem_range.mp hk
      rw [(ih k this).1, hv (n - k) (by omega)]
    have hE : ∀ m, m ≤ n + 1 → E m = F m := fun m hm => by
      rcases Nat.lt_or_eq_of_le hm with hm | hm
      · exact (ih m hm).1
      · rw [hm, hE']
    have hs1 : ∑ k ∈ range (n + 1), E k • S (ψ (n - k))
        = ∑ k ∈ range (n + 1), F k • S (φ (n - k)) := by
      refine sum_congr rfl fun k hk => ?_
      have := mem_range.mp hk
      rw [hE k (by omega), hv (n - k) (by omega)]
    have hs2 : ∑ k ∈ range (n + 1), E (k + 1) • ψ (n + 1 - (k + 1))
        = ∑ k ∈ range (n + 1), F (k + 1) • φ (n + 1 - (k + 1)) := by
      refine sum_congr rfl fun k hk => ?_
      have := mem_range.mp hk
      rw [hE (k + 1) (by omega), hv (n + 1 - (k + 1)) (by omega)]
    have e1 := (solves_iff.mp h).2 n
    have e2 := (solves_iff.mp h').2 n
    rw [sum_range_succ' _ (n + 1), hs1, hs2, hv n le_rfl, Nat.sub_zero] at e1
    rw [sum_range_succ' _ (n + 1), ← hE 0 (by omega), Nat.sub_zero] at e2
    -- the difference of the corrections solves the homogeneous equation
    refine ⟨hE', sub_eq_zero.mp (hnd _ ?_ ?_)⟩
    · rw [map_sub, smul_sub]
      linear_combination (norm := module) e1 - e2
    · rw [inner_sub_right, horth _ (by omega), h0, horth' _ (by omega), sub_zero]

/-- The operator on `ℝ²` with symmetric matrix `[[a, b], [b, d]]`. -/
def sym2 (a b d : ℝ) : EuclideanSpace ℝ (Fin 2) →ₗ[ℝ] EuclideanSpace ℝ (Fin 2) where
  toFun x := !₂[a * x 0 + b * x 1, b * x 0 + d * x 1]
  map_add' x y := by ext i; fin_cases i <;> simp <;> ring
  map_smul' c x := by ext i; fin_cases i <;> simp <;> ring

/-- Coefficients of the energy series `1 + t`. -/
def wE (n : ℕ) : ℝ := if n ≤ 1 then 1 else 0

/-- Coefficients of the state series `(1, t)`. -/
def wψ (n : ℕ) : EuclideanSpace ℝ (Fin 2) :=
  !₂[if n = 0 then 1 else 0, if n = 1 then 1 else 0]

/-- The two-level model `H₀ = S = diag(1, 0)`, `V = [[2, 1], [1, 1]]` with `E = 1 + t` and
`ψ = (1, t)` meets all the hypotheses used above. -/
theorem solves_witness :
    (sym2 1 0 0).IsSymmetric ∧ Solves (sym2 1 0 0) (sym2 2 1 1) (sym2 1 0 0) wE wψ ∧
    ‖wψ 0‖ = 1 ∧ (∀ m, 1 ≤ m → inner ℝ (wψ 0) (wψ m) = 0) ∧
    (∀ x, sym2 1 0 0 x = wE 0 • x → inner ℝ (wψ 0) x = 0 → x = 0) := by
  have hsum : ∀ (f : ℕ → EuclideanSpace ℝ (Fin 2)) (m : ℕ),
      ∑ k ∈ range (m + 2), wE k • f k = f 0 + f 1 := by
    intro f m
    have hz : ∀ k : ℕ, wE (k + 1 + 1) = 0 := fun k => if_neg (by omega)
    rw [sum_range_succ' _ (m + 1), sum_range_succ' _ m]
    simp only [hz, zero_smul, sum_const_zero]
    simp [wE, add_comm]
  refine ⟨fun x y => ?_, solves_iff.mpr ⟨?_, fun n => ?_⟩, ?_, fun m hm => ?_,
    fun x hx hi => ?_⟩
  · simp [sym2, PiLp.inner_apply, Fin.sum_univ_two]
  · ext i; fin_cases i <;> simp [sym2, wψ, wE]
  · rw [hsum (fun k => wψ (n + 1 - k)) n]
    rcases n with _ | n
    · ext i
      fin_cases i <;> simp [sym2, wψ, wE]
      norm_num
    · rw [hsum (fun k => sym2 1 0 0 (wψ (n + 1 - k))) n]
      rcases n with _ | n <;> ext i <;> fin_cases i <;> simp [sym2, wψ]
  · simp [wψ, EuclideanSpace.norm_eq, Fin.sum_univ_two]
  · have : m ≠ 0 := by omega
    simp [wψ, PiLp.inner_apply, Fin.sum_univ_two, this]
  · have h0 : x 0 = 0 := by simpa [wψ, PiLp.inner_apply, Fin.sum_univ_two] using hi
    have h1 : x 1 = 0 := by
      have := congrArg (fun v : EuclideanSpace ℝ (Fin 2) => v 1) hx
      simpa [sym2, wE] using this.symm
    ext i; fin_cases i <;> simp [h0, h1]

end

end PerturbedOverlap
```

```lean
#print axioms PerturbedOverlap.energy_succ_general
#print axioms PerturbedOverlap.energy_one_two
#print axioms PerturbedOverlap.solution_unique
```

```
'PerturbedOverlap.energy_succ_general' depends on axioms: [propext, Classical.choice, Quot.sound]
'PerturbedOverlap.energy_one_two' depends on axioms: [propext, Classical.choice, Quot.sound]
'PerturbedOverlap.solution_unique' depends on axioms: [propext, Classical.choice, Quot.sound]
```

## From the series identity to the equations of each order

`rhs_succ` is the expansion of the right side. After the sum is split in two, `sum_range_succ` takes off the term \(k = n+1\) of the overlap part, which vanishes by `h0`. For the remaining \(k \le n\), `hk'` rewrites \(n+1-k\) as \((n-k)+1\), and `tMul` returns \(S\psi_{n-k}\). `solves_iff` evaluates the identity of sequences at 0 and at \(n+1\) with `congrFun`, and reassembles it with `funext`, so the series equation is equivalent to the zeroth-order equation together with all of (1).

## The projection in tactics

`energy_zero_real` applies `hH` to the pair \(\psi_0, \psi_0\); `inner_smul_left` produces the conjugate and `inner_smul_right` the plain \(E_0\). `energy_succ_general` is (2). There `hl` moves \(H_0\) onto \(\psi_0\), `hs` detaches the last and first terms of the sum by `sum_range_succ` and `sum_range_succ'`, and `hp` is the projected equation. `linear_combination (-1 : 𝕜) * hp` performs the cancellation and solves for \(E_{n+1}\). In `energy_succ`, `hz` shows the extra sum to vanish term by term. `energy_one_two` writes out \(n = 0\) and \(n = 1\) and regroups the terms into `V - E 0 • S`.

## Strong induction and the explicit model

`solution_unique` uses `Nat.strong_induction_on`, since order \(n+1\) involves all lower orders. `hE'` equates the energies through `energy_succ`. `hs1` and `hs2` identify the overlap sum and the terms \(k \ge 1\) of the first sum in the two copies `e1` and `e2` of (1). Their difference is the homogeneous equation required by `hnd`, and `horth` with `horth'` supplies the orthogonality.

`solves_witness` shows that the two-level model satisfies symmetry, `Solves`, the unit norm, intermediate normalisation and non-degeneracy. The matrices are `sym2 1 0 0` and `sym2 2 1 1`, and the series are `wE` and `wψ`. Because \(E_k = 0\) for \(k \ge 2\), `hsum` reduces each sum with at least two terms to its first two, and (1) is checked by components for \(n = 0\), \(n = 1\) and \(n \ge 2\).
